# In a single-pole model, a nonzero constant kernel makes the integral over large momenta diverge, and truncation at $2k_F$ makes it finite

The density response is taken to be a single pole at the free-particle energy, at every momentum. For a uniform electron gas this is the large-momentum form: when the momentum transfer $q$ is much larger than the Fermi momentum $k_F$, the initial momentum of the struck electron changes its excitation energy only by a small fraction. Using the same form at all $q$ makes each integral elementary, but only the large-$q$ behaviour should be read as physics.

The question comes from $GW$ calculations with a local vertex correction. There the Coulomb interaction $4\pi/q^2$ is joined in the response by an exchange-correlation kernel $f$, which in the adiabatic local density approximation (ALDA) does not depend on $q$. Within the single-pole model, and to first order in the interaction, the results below show what this constant does to the integral over all momenta above a positive lower limit. They do not treat the self-energy itself.

```lean
import Mathlib

open Real Set MeasureTheory Filter Topology

namespace LocalVertexKernel

noncomputable section
```

## The response and the interaction

In atomic units, a free electron at rest that receives momentum $q$ gains the energy

$$D = \frac{q^2}{2}.$$

```lean
/-- Free-particle excitation energy `q²/2` at momentum transfer `q`, in atomic units. -/
def pairEnergy (q : ℝ) : ℝ := q ^ 2 / 2
```

For density $n$ and imaginary frequency $w$, the excitation and de-excitation terms combine into

$$\chi(q,w) = -n\left(\frac{1}{D+iw}+\frac{1}{D-iw}\right) = -\frac{2nD}{w^2+D^2}.$$

In Lean, `response n q w` is this real function. The density is a free real parameter, not tied to $k_F$.

```lean
/-- Single-pole density response at imaginary frequency `w` for density `n`,
for momentum `q ≠ 0`. -/
def response (n q w : ℝ) : ℝ :=
  -2 * n * pairEnergy q / (w ^ 2 + pairEnergy q ^ 2)
```

The full interaction is $K(q) = 4\pi/q^2 + f$, with $f$ any real constant. Lean calls this sum `kernel`, and below, the full, truncated and rALDA kernels all include the Coulomb part.

```lean
/-- Coulomb interaction plus a momentum-independent exchange-correlation kernel `f`,
for `q ≠ 0`. -/
def kernel (f q : ℝ) : ℝ := 4 * π / q ^ 2 + f
```

The truncated interaction equals $K(q)$ for $q \le Q$ and vanishes for $q > Q$. The whole sum is cut, Coulomb part included, so above $Q$ the exchange-correlation part is effectively $-4\pi/q^2$.

```lean
/-- The kernel kept up to the momentum `Q` and set to zero above it, for `q ≠ 0`. -/
def cutKernel (f Q q : ℝ) : ℝ := if q ≤ Q then kernel f q else 0
```

The interacting response $\chi/(1-K\chi)$ expands as $\chi + K\chi^2 + \dots$. Integrating the first correction over frequency and over momentum space, with volume element proportional to $q^2\,dq$, gives, up to a negative constant factor, the first-order change in the probability of finding two electrons at the same point: a repulsive $K$ lowers it. One momentum shell contributes

$$S_K(q) = q^2 K(q)\int_0^\infty \chi(q,w)^2\,dw .$$

In `shellWeight`, the interaction `K` is an arbitrary real function, so one definition serves both the full and the truncated kernel.

```lean
/-- Contribution of the momentum shell at `q` to the term of first order in the
interaction `K` and second order in the response, up to constant factors. -/
def shellWeight (n : ℝ) (K : ℝ → ℝ) (q : ℝ) : ℝ :=
  q ^ 2 * K q * ∫ w in Ioi (0 : ℝ), response n q w ^ 2
```

## The frequency integral cancels the volume element

The squared response has an explicit antiderivative:

$$\frac{d}{dw}\,2n^2\left[\frac{w}{w^2+D^2}+\frac{1}{D}\arctan\frac{w}{D}\right]
=2n^2\left[\frac{D^2-w^2}{(w^2+D^2)^2}+\frac{1}{w^2+D^2}\right]
=\frac{4n^2D^2}{(w^2+D^2)^2}.$$

The bracket is zero at $w=0$ and tends to $\pi/(2D)$ as $w\to\infty$. Hence

$$\int_0^\infty \chi^2\,dw = \frac{\pi n^2}{D} = \frac{2\pi n^2}{q^2}.$$

The theorem states convergence and the value together, for every real $n$ and every $q\ne0$. In the proof, `hder` is the differentiation above. The limit of the rational term, `hrat`, follows by squeezing it between $0$ and $1/w$, and `hatan` is the limit of the arctangent. Because the integrand is nonnegative, these limits yield both integrability and the integral.

```lean
/-- For `q ≠ 0` the squared response is integrable over positive imaginary frequencies,
and its integral times `q²` is `2πn²`. -/
theorem integral_response_sq (n : ℝ) {q : ℝ} (hq : q ≠ 0) :
    IntegrableOn (fun w => response n q w ^ 2) (Ioi 0) ∧
      q ^ 2 * ∫ w in Ioi (0 : ℝ), response n q w ^ 2 = 2 * π * n ^ 2 := by
  have hD : 0 < pairEnergy q := by unfold pairEnergy; positivity
  -- an explicit antiderivative in the frequency
  have hder : ∀ w ∈ Ici (0 : ℝ), HasDerivAt
      (fun w => 2 * n ^ 2 * (w / (w ^ 2 + pairEnergy q ^ 2)
        + arctan (w / pairEnergy q) / pairEnergy q)) (response n q w ^ 2) w := by
    intro w _
    unfold response
    generalize pairEnergy q = D at hD ⊢
    have hD2 : D ^ 2 ≠ 0 := by positivity
    have hne : w ^ 2 + D ^ 2 ≠ 0 := by positivity
    have h1 : HasDerivAt (fun w : ℝ => w ^ 2 + D ^ 2) (2 * w) w := by
      simpa using (hasDerivAt_pow 2 w).add_const (D ^ 2)
    have h2 := (hasDerivAt_id' w).fun_div h1 hne
    have h3 := ((hasDerivAt_id' w).div_const D).arctan
    refine ((h2.fun_add (h3.div_const D)).const_mul (2 * n ^ 2)).congr_deriv ?_
    have h4 : 1 + (w / D) ^ 2 = (w ^ 2 + D ^ 2) / D ^ 2 := by
      rw [div_pow, eq_div_iff hD2, add_mul, div_mul_cancel₀ _ hD2]
      ring
    rw [h4]
    field_simp
    ring
  have hrat : Tendsto (fun w : ℝ => w / (w ^ 2 + pairEnergy q ^ 2)) atTop (𝓝 0) := by
    refine squeeze_zero' ?_ ?_ tendsto_inv_atTop_zero
    · filter_upwards [eventually_gt_atTop 0] with w hw
      positivity
    · filter_upwards [eventually_gt_atTop 0] with w hw
      rw [inv_eq_one_div, div_le_div_iff₀ (by positivity) hw]
      nlinarith [sq_nonneg (pairEnergy q)]
  have hatan : Tendsto (fun w : ℝ => arctan (w / pairEnergy q)) atTop (𝓝 (π / 2)) :=
    (tendsto_arctan_atTop.mono_right nhdsWithin_le_nhds).comp
      (tendsto_id.atTop_div_const hD)
  have hlim := (hrat.add (hatan.div_const (pairEnergy q))).const_mul (2 * n ^ 2)
  have hpos : ∀ w ∈ Ioi (0 : ℝ), 0 ≤ response n q w ^ 2 := fun w _ => sq_nonneg _
  refine ⟨integrableOn_Ioi_deriv_of_nonneg' hder hpos hlim, ?_⟩
  rw [integral_Ioi_of_hasDerivAt_of_nonneg' hder hpos hlim]
  simp only [zero_div, arctan_zero, add_zero, mul_zero, sub_zero, zero_add, pairEnergy]
  field_simp
```

Multiplying by $q^2K(q)$ removes all momentum dependence except that of the interaction:

$$S_K(q) = 2\pi n^2 K(q).$$

The proof multiplies the previous identity by $K(q)$.

```lean
/-- For `q ≠ 0` the shell weight of any interaction `K` is `2πn² K(q)`. -/
theorem shellWeight_eq (n : ℝ) (K : ℝ → ℝ) {q : ℝ} (hq : q ≠ 0) :
    shellWeight n K q = 2 * π * n ^ 2 * K q := by
  unfold shellWeight
  linear_combination K q * (integral_response_sq n hq).2
```

## A constant kernel leaves a constant tail

Fix a lower momentum $q_0>0$ and integrate up to $\Lambda$:

$$\int_{q_0}^{\Lambda} S_K\,dq = 2\pi n^2\left[4\pi\left(\frac1{q_0}-\frac1\Lambda\right)+f(\Lambda-q_0)\right].$$

The Coulomb part converges as $\Lambda\to\infty$, while the constant part grows linearly unless $f=0$. The sign of $f$ does not matter.

`IntegrableOn ... (Ioi q0)` is Lebesgue integrability on $(q_0,\infty)$. A nonzero density is needed for the equivalence, since with no electrons the weight vanishes for every $f$; the theorem assumes the physical case $n>0$. The lower limit $q_0$ is taken positive because in this model the Coulomb part of the weight, proportional to $1/q^2$, is not integrable down to $q=0$. That small-momentum divergence should not be read as physics, since the single-pole form does not describe the electron gas there.

The proof first shows that $1/q^2$ is integrable (`hC`). If the full weight is integrable too, subtracting the Coulomb tail $8\pi^2n^2/q^2$ leaves the integrable constant $2\pi n^2 f$ (`hc`). A constant on a set of infinite length is integrable only if it is zero, so $f=0$. Conversely, for $f=0$ only the Coulomb tail remains.

```lean
/-- For positive density and positive lower momentum `q0`, the shell weight of the Coulomb
interaction plus a constant kernel `f` is integrable up to infinite momentum exactly
when `f = 0`. -/
theorem integrableOn_shellWeight_iff {n q0 : ℝ} (hn : 0 < n) (hq0 : 0 < q0) (f : ℝ) :
    IntegrableOn (shellWeight n (kernel f)) (Ioi q0) ↔ f = 0 := by
  have hC : IntegrableOn (fun q : ℝ => (q ^ 2)⁻¹) (Ioi q0) := by
    refine integrableOn_Ioi_deriv_of_nonneg' (g := fun q : ℝ => -q⁻¹) (l := -0)
      (fun q hq => ?_) (fun q _ => by positivity) tendsto_inv_atTop_zero.neg
    have hne : q ≠ 0 := (hq0.trans_le hq).ne'
    exact (hasDerivAt_inv hne).fun_neg.congr_deriv (neg_neg _)
  have hC' := Integrable.const_mul hC (8 * π ^ 2 * n ^ 2)
  have hE : EqOn (shellWeight n (kernel f))
      (fun q => 2 * π * n ^ 2 * kernel f q) (Ioi q0) :=
    fun q hq => shellWeight_eq n _ (hq0.trans (mem_Ioi.mp hq)).ne'
  rw [integrableOn_congr_fun hE measurableSet_Ioi]
  constructor
  · intro h
    -- removing the Coulomb tail leaves a constant on a half-line
    have hc : IntegrableOn (fun _ : ℝ => 2 * π * n ^ 2 * f) (Ioi q0) := by
      refine (Integrable.sub h hC').congr (ae_of_all _ fun q => ?_)
      simp only [Pi.sub_apply, kernel]
      ring
    have hzero := (integrableOn_const_iff enorm_ne_top).1 hc
    simpa [Real.volume_Ioi, hn.ne', pi_ne_zero] using hzero
  · rintro rfl
    refine hC'.congr (ae_of_all _ fun q => ?_)
    simp only [kernel]
    ring
```

## Continuity selects the cutoff $2k_F$

For $q>0$ the full kernel is a continuous quotient plus a constant.

```lean
/-- The Coulomb interaction plus a constant kernel is continuous at positive momenta. -/
theorem continuousOn_kernel (f : ℝ) : ContinuousOn (kernel f) (Ioi 0) := by
  change ContinuousOn (fun q : ℝ => 4 * π / q ^ 2 + f) (Ioi 0)
  exact (continuousOn_const.div (continuousOn_pow 2)
    (fun q hq => pow_ne_zero 2 (mem_Ioi.mp hq).ne')).add continuousOn_const
```

The constant is now given its exchange-only ALDA value. In the uniform gas the exchange potential is $-k_F/\pi$ and $n=k_F^3/(3\pi^2)$, so differentiating the potential with respect to density gives

$$f=-\frac{1}{\pi}\frac{dk_F}{dn}=-\frac{\pi}{k_F^2}.$$

The Lean statement takes this value as input. With it,

$$K(q)=\frac{4\pi}{q^2}-\frac{\pi}{k_F^2}=\frac{\pi(4k_F^2-q^2)}{q^2k_F^2},$$

which is positive below $2k_F$, zero there and negative above. Cutting at $Q$ creates a jump of size $|K(Q)|$, so for $Q>0$ the truncated kernel is continuous exactly when $Q=2k_F$. This is the cutoff of the renormalised ALDA, or rALDA.

The factorised form of $K$ is `key`. For the forward direction, continuity makes the limit from above equal to the value at the cutoff, $K(Q)$, but the truncated function is zero above $Q$. Uniqueness of limits gives $K(Q)=0$, and positivity rules out the root $-2k_F$. For the converse, the kernel cut at $2k_F$ is $\max(K(q),0)$, which is continuous because $K$ is.

```lean
/-- For `kF > 0` and the local kernel `-π/kF²`, truncation at a momentum `Q > 0` gives a
continuous function of positive momentum exactly when `Q = 2kF`. -/
theorem continuousOn_cutKernel_iff {kF Q : ℝ} (hk : 0 < kF) (hQ : 0 < Q) :
    ContinuousOn (cutKernel (-π / kF ^ 2) Q) (Ioi 0) ↔ Q = 2 * kF := by
  have key : ∀ q : ℝ, 0 < q → kernel (-π / kF ^ 2) q
      = π * (4 * kF ^ 2 - q ^ 2) / (q ^ 2 * kF ^ 2) := by
    intro q hq
    unfold kernel
    field_simp
    ring
  constructor
  · intro h
    -- compare the value at the cutoff with the limit from above
    have h1 : Tendsto (cutKernel (-π / kF ^ 2) Q) (𝓝[>] Q)
        (𝓝 (cutKernel (-π / kF ^ 2) Q Q)) :=
      (h.continuousAt (Ioi_mem_nhds hQ)).tendsto.mono_left nhdsWithin_le_nhds
    have h2 : Tendsto (cutKernel (-π / kF ^ 2) Q) (𝓝[>] Q) (𝓝 0) := by
      refine tendsto_const_nhds.congr' ?_
      filter_upwards [self_mem_nhdsWithin] with q hq
      exact (if_neg (not_le_of_gt hq)).symm
    have h3 := tendsto_nhds_unique h1 h2
    rw [cutKernel, if_pos le_rfl, key Q hQ, div_eq_zero_iff] at h3
    have h4 : π * (4 * kF ^ 2 - Q ^ 2) = 0 := h3.resolve_right (by positivity)
    have h5 := (mul_eq_zero.1 h4).resolve_left pi_ne_zero
    have h6 : (Q - 2 * kF) * (Q + 2 * kF) = 0 := by linear_combination -h5
    rcases mul_eq_zero.1 h6 with h | h <;> linarith
  · rintro rfl
    -- at this cutoff the truncated kernel is the positive part of the full one
    have hm : ContinuousOn (fun q => max (kernel (-π / kF ^ 2) q) 0) (Ioi 0) :=
      (continuous_id.max continuous_const).comp_continuousOn (continuousOn_kernel _)
    refine hm.congr fun q hq => ?_
    have hq' : 0 < q := hq
    by_cases h : q ≤ 2 * kF
    · have h0 : 0 ≤ kernel (-π / kF ^ 2) q := by
        rw [key q hq']
        exact div_nonneg (mul_nonneg pi_pos.le (by nlinarith)) (by positivity)
      simp only [cutKernel, if_pos h, max_eq_left h0]
    · have h0 : kernel (-π / kF ^ 2) q ≤ 0 := by
        rw [key q hq']
        exact div_nonpos_of_nonpos_of_nonneg
          (mul_nonpos_iff.2 (Or.inl ⟨pi_pos.le, by nlinarith⟩)) (by positivity)
      simp only [cutKernel, if_neg h, max_eq_right h0]
```

## The truncated integral is finite

Above the cutoff the weight vanishes:

$$S(q)=\begin{cases}2\pi n^2K(q), & q\le Q,\\ 0, & q>Q.\end{cases}$$

Lean writes the case distinction as an `indicator` of the set `Iic Q`, that is $(-\infty,Q]$.

```lean
/-- For `q ≠ 0` the shell weight of the truncated kernel is `2πn²` times the full kernel
up to the cutoff, and zero above it. -/
theorem shellWeight_cutKernel (n f Q : ℝ) {q : ℝ} (hq : q ≠ 0) :
    shellWeight n (cutKernel f Q) q
      = (Iic Q).indicator (fun q => 2 * π * n ^ 2 * kernel f q) q := by
  rw [shellWeight_eq n _ hq]
  by_cases h : q ≤ Q <;> simp [cutKernel, indicator, h]
```

On $(q_0,\infty)$ this weight is nonzero only within $(q_0,Q]$, where it is bounded because $K$ is continuous on $[q_0,Q]$. It is therefore integrable for every constant $f$ and every cutoff $Q$; if $Q\le q_0$ the interval is empty. Finiteness thus comes from truncation at any momentum, whereas continuity is what distinguishes $2k_F$.

The proof follows the same route: it restricts the indicator to the bounded interval and uses continuity there.

```lean
/-- Above any positive momentum `q0`, the shell weight of the truncated kernel is
integrable, for every constant `f` and every cutoff `Q`. -/
theorem integrableOn_cutKernel (n f Q : ℝ) {q0 : ℝ} (hq0 : 0 < q0) :
    IntegrableOn (shellWeight n (cutKernel f Q)) (Ioi q0) := by
  have hE : EqOn (shellWeight n (cutKernel f Q))
      ((Iic Q).indicator (fun q => 2 * π * n ^ 2 * kernel f q)) (Ioi q0) :=
    fun q hq => shellWeight_cutKernel n f Q (hq0.trans (mem_Ioi.mp hq)).ne'
  rw [integrableOn_congr_fun hE measurableSet_Ioi]
  have hc : ContinuousOn (fun q => 2 * π * n ^ 2 * kernel f q) (Icc q0 Q) :=
    continuousOn_const.mul
      ((continuousOn_kernel f).mono fun q hq => hq0.trans_le hq.1)
  have hi := hc.integrableOn_Icc (μ := volume) |>.mono_set Ioc_subset_Icc_self
  unfold IntegrableOn
  rw [integrable_indicator_iff measurableSet_Iic, IntegrableOn,
    Measure.restrict_restrict measurableSet_Iic, inter_comm, Ioi_inter_Iic]
  exact hi
```

For the rALDA kernel and $0<q_0\le2k_F$, the remaining integral is

$$\begin{aligned}
\int_{q_0}^{\infty}S\,dq
&=2\pi n^2\int_{q_0}^{2k_F}\left(\frac{4\pi}{q^2}-\frac{\pi}{k_F^2}\right)dq\\
&=2\pi^2n^2\left[\frac4{q_0}-\frac2{k_F}-\frac{2k_F-q_0}{k_F^2}\right]\\
&=\frac{2\pi^2n^2(2k_F-q_0)^2}{q_0k_F^2}.
\end{aligned}$$

Take $k_F=q_0=1$ and the uniform-gas density $n=1/(3\pi^2)$. The result is $2\pi^2n^2=2/(9\pi^2)\approx0.0225$. Without truncation, the integral up to $\Lambda$ is this number times $(\Lambda-1)(4/\Lambda-1)$. The factor is $1$ at $\Lambda=2$, $0$ at $\Lambda=4$, $-5.4$ at $\Lambda=10$ and $-95.04$ at $\Lambda=100$.

In a uniform-gas code, the truncation is a branch on the momentum grid: use $4\pi/q^2-\pi/k_F^2$ up to $2k_F$ and zero beyond. Raising the largest grid momentum then shows the difference directly: the first-order integral above stops changing once the grid passes $2k_F$, while the untruncated one eventually falls linearly with the largest momentum. A non-uniform density also needs a rule for choosing the local $k_F$, which this model does not supply.

In the Lean proof, the indicator reduces the half-line to the interval from $q_0$ to $2k_F$. The derivative `hd` verifies the antiderivative $2\pi n^2(-4\pi/q-\pi q/k_F^2)$, and the fundamental theorem of calculus gives the difference of its endpoint values. The hypotheses on $q_0$ already force $k_F>0$.

```lean
/-- For `0 < q0 ≤ 2kF`, the shell weight of the rALDA kernel integrated over all momenta
above `q0` is `2π²n²(2kF - q0)²/(q0 kF²)`. -/
theorem integral_rALDA (n : ℝ) {kF q0 : ℝ} (hq0 : 0 < q0) (h : q0 ≤ 2 * kF) :
    ∫ q in Ioi q0, shellWeight n (cutKernel (-π / kF ^ 2) (2 * kF)) q
      = 2 * π ^ 2 * n ^ 2 * (2 * kF - q0) ^ 2 / (q0 * kF ^ 2) := by
  have hk : 0 < kF := by linarith
  rw [setIntegral_congr_fun measurableSet_Ioi
    (fun q hq => shellWeight_cutKernel n _ _ (hq0.trans hq).ne'),
    setIntegral_indicator measurableSet_Iic, Ioi_inter_Iic,
    ← intervalIntegral.integral_of_le h]
  have hsub : ∀ q ∈ uIcc q0 (2 * kF), 0 < q := by
    intro q hq
    rw [uIcc_of_le h] at hq
    exact hq0.trans_le hq.1
  -- integrate the Coulomb part and the constant part
  have hd : ∀ q ∈ uIcc q0 (2 * kF), HasDerivAt
      (fun q : ℝ => 2 * π * n ^ 2 * (-4 * π * q⁻¹ + -π / kF ^ 2 * q))
      (2 * π * n ^ 2 * kernel (-π / kF ^ 2) q) q := by
    intro q hq
    refine ((((hasDerivAt_inv (hsub q hq).ne').const_mul (-4 * π)).fun_add
      ((hasDerivAt_id' q).const_mul (-π / kF ^ 2))).const_mul
        (2 * π * n ^ 2)).congr_deriv ?_
    unfold kernel
    ring
  have hc : ContinuousOn (fun q => 2 * π * n ^ 2 * kernel (-π / kF ^ 2) q)
      (uIcc q0 (2 * kF)) :=
    continuousOn_const.mul ((continuousOn_kernel _).mono hsub)
  rw [intervalIntegral.integral_eq_sub_of_hasDerivAt hd hc.intervalIntegrable]
  field_simp
  ring

end

end LocalVertexKernel
```

```lean
#print axioms LocalVertexKernel.integrableOn_shellWeight_iff
#print axioms LocalVertexKernel.continuousOn_cutKernel_iff
#print axioms LocalVertexKernel.integrableOn_cutKernel
#print axioms LocalVertexKernel.integral_rALDA
```

```
'LocalVertexKernel.integrableOn_shellWeight_iff' depends on axioms: [propext, Classical.choice, Quot.sound]
'LocalVertexKernel.continuousOn_cutKernel_iff' depends on axioms: [propext, Classical.choice, Quot.sound]
'LocalVertexKernel.integrableOn_cutKernel' depends on axioms: [propext, Classical.choice, Quot.sound]
'LocalVertexKernel.integral_rALDA' depends on axioms: [propext, Classical.choice, Quot.sound]
```
